# Contraction identities for Dirac gamma matrices with a diagonal metric of signs

In the unpolarised cross section for Compton scattering, replacing the photon polarisation sums by minus the metric, in the signature $(+,-,-,-)$, leaves a trace that contains pairs of gamma matrices with a common summed index, standing on either side of slashed momenta $\sum_n p_n g^n$ and mass terms. Such pairs can be removed before the trace is taken. In four dimensions $\sum_m g^m g^n g_m$ is replaced by $-2g^n$, and $\sum_m g^m g^n g^r g_m$ by $4\eta^{nr}$; slashed momenta follow by linearity.

The general rules, for $d$ gamma elements that obey the Clifford relation with a diagonal metric $\eta$ of entries $1$ or $-1$, are

$$\sum_m g^m g^n g_m = (2-d)\,g^n, \qquad \sum_m g^m g^n g^r g_m = 4\eta^{nr} + (d-4)\,g^n g^r .$$

They follow from the anticommutators alone, without choosing a matrix representation.

## Gamma elements and the diagonal metric

The index $m$ runs over a finite type `ι`, and $d$ is its number of elements, `Fintype.card ι`. The gammas live in `A`, a ring with unit and real scalars, in general not commutative. Complex square matrices are the usual case, but no matrix size is fixed and no Hermiticity is required.

```lean
import Mathlib

open Matrix

namespace GammaContraction

noncomputable section

variable {ι A : Type*} [Fintype ι] [DecidableEq ι] [Ring A] [Algebra ℝ A]
```

The metric is given by its diagonal entries $s_m$, so that $\eta^{mn} = s_m$ for $m=n$ and $0$ otherwise.

```lean
/-- The diagonal metric with diagonal entries `s m`. -/
def metric {ι : Type*} [DecidableEq ι] (s : ι → ℝ) (m n : ι) : ℝ :=
  if m = n then s m else 0
```

Two conditions are imposed on the gammas:

$$s_m = \pm 1, \qquad g^m g^n + g^n g^m = 2\eta^{mn}\,1 .$$

The first says that the indices refer to an orthonormal frame of flat spacetime, with any number of plus and minus signs. The second is what makes the square of a slashed momentum equal to the invariant $p^2$, as the Dirac equation needs in order to reproduce the relativistic relation between energy and momentum. Both are assumptions, collected in `IsGamma`. In the code, `• (1 : A)` turns a real number into the corresponding multiple of the unit element.

```lean
/-- Gamma elements for a diagonal metric with entries `1` or `-1`: their anticommutators
are twice the metric. -/
structure IsGamma {ι A : Type*} [DecidableEq ι] [Ring A] [Algebra ℝ A]
    (s : ι → ℝ) (g : ι → A) : Prop where
  sign : ∀ m, s m = 1 ∨ s m = -1
  clifford : ∀ m n, g m * g n + g n * g m = (2 * metric s m n) • (1 : A)
```

Because $s_m = \pm 1$, the metric is its own inverse, and $\eta_{mm} = \eta^{mm} = s_m$. Lowering an index is therefore multiplication by a sign, $g_m = s_m g^m$.

```lean
/-- The gamma element with lowered index, `g_m = eta_mm g^m`. -/
def lower {ι A : Type*} [Ring A] [Algebra ℝ A] (s : ι → ℝ) (g : ι → A) (m : ι) : A :=
  s m • g m
```

The object of study is the linear map

$$C(X) = \sum_m g^m X g_m ,$$

defined for every element $X$ of the algebra.

```lean
/-- The contraction `∑ g^m X g_m` of an element `X` between a pair of gammas. -/
def contract {ι A : Type*} [Fintype ι] [Ring A] [Algebra ℝ A]
    (s : ι → ℝ) (g : ι → A) (X : A) : A :=
  ∑ m, g m * X * lower s g m
```

The metric could also have been modelled as any invertible symmetric matrix $\eta^{mn}$ with inverse $\eta_{mn}$. The contraction would then be the double sum $\sum_{mn}\eta_{mn}\, g^m X g^n$, and invertibility would take over the role of $s_m^2 = 1$. That would admit light-cone coordinates, at the price of matrix inverses in the definitions. In either version $d$ counts indices, so the non-integer $d$ of dimensional regularisation is not covered.

## The square of a gamma and the empty contraction

Setting $n=m$ in the Clifford relation gives $2\,(g^m)^2 = 2 s_m$. Real scalars permit division by two, so

$$(g^m)^2 = s_m .$$

In the proof, `h2` is the doubled equation. The `linear_combination` step multiplies it by one half and leaves the comparison of coefficients to `module`.

```lean
variable {s : ι → ℝ} {g : ι → A}

omit [Fintype ι] in
/-- Each gamma element squares to its diagonal metric entry. -/
theorem gamma_sq (h : IsGamma s g) (m : ι) : g m * g m = s m • (1 : A) := by
  have h2 : g m * g m + g m * g m = (2 * s m) • (1 : A) := by
    rw [h.clifford, metric, if_pos rfl]
  linear_combination (norm := module) (1 / 2 : ℝ) • h2
```

With nothing between the pair, each term of the contraction is

$$g^m g_m = s_m (g^m)^2 = s_m^2 = 1 ,$$

and the $d$ terms add up to $C(1) = d$. The signs cancel term by term, so the answer does not depend on the signature. The statement `key` is this computation for one $m$; the final rewrite adds up the constant terms.

```lean
/-- The contraction with nothing in between, `∑ g^m g_m`, is the dimension `d`. -/
theorem contract_one (h : IsGamma s g) :
    contract s g 1 = (Fintype.card ι : ℝ) • (1 : A) := by
  have key : ∀ m, g m * 1 * lower s g m = 1 := by
    intro m
    have hs : s m * s m = 1 := by
      rcases h.sign m with h1 | h1 <;> rw [h1] <;> norm_num
    rw [lower, mul_one, mul_smul_comm, gamma_sq h, smul_smul, hs, one_smul]
  rw [contract, Finset.sum_congr rfl (fun m _ => key m), Finset.sum_const,
    Finset.card_univ, Nat.cast_smul_eq_nsmul]
```

## Moving a gamma out of the contraction

The later contraction formulas all use one recursion. Let $X$ be any element, and use $g^m g^n = 2\eta^{mn} - g^n g^m$ in each term:

$$\sum_m g^m g^n X g_m = \sum_m 2\eta^{mn} X g_m - g^n \sum_m g^m X g_m .$$

In the first sum only $m=n$ survives, and it contributes $2 s_n X g_n = 2 s_n^2 X g^n = 2 X g^n$. Hence

$$C(g^n X) = 2\,X g^n - g^n\, C(X) .$$

The lowered index has become an upper one again, because the sign from the metric meets the sign from lowering.

The Lean proof has the same two parts. `key` anticommutes $g^n$ to the left in a single term, and `hsum` evaluates the sum containing the metric, with `Finset.sum_eq_single n` selecting the surviving term. The last lines sum `key` over $m$ and take $g^n$ out of the second sum.

```lean
/-- Moving a gamma out of a contraction:
`∑ g^m g^n X g_m = 2 X g^n - g^n ∑ g^m X g_m` for every element `X`. -/
theorem contract_gamma_mul (h : IsGamma s g) (n : ι) (X : A) :
    contract s g (g n * X) = (2 : ℝ) • (X * g n) - g n * contract s g X := by
  -- anticommute `g n` to the left in each term
  have key : ∀ m, g m * (g n * X) * (s m • g m) =
      (2 * metric s m n * s m) • (X * g m) - g n * (g m * X * (s m • g m)) := by
    intro m
    have hc : g m * g n = (2 * metric s m n) • (1 : A) - g n * g m :=
      eq_sub_of_add_eq (h.clifford m n)
    rw [← mul_assoc (g m) (g n) X, hc]
    simp only [sub_mul, smul_mul_assoc, mul_smul_comm, one_mul, mul_assoc]
    module
  -- the metric picks out the single term `m = n`
  have hsum : ∑ m, (2 * metric s m n * s m) • (X * g m) = (2 : ℝ) • (X * g n) := by
    rw [Finset.sum_eq_single n]
    · have hs : 2 * metric s n n * s n = 2 := by
        rw [metric, if_pos rfl]
        rcases h.sign n with h1 | h1 <;> rw [h1] <;> norm_num
      rw [hs]
    · intro m _ hm
      rw [metric, if_neg hm, mul_zero, zero_mul, zero_smul]
    · intro hn
      exact absurd (Finset.mem_univ n) hn
  simp only [contract, lower]
  rw [Finset.sum_congr rfl (fun m _ => key m), Finset.sum_sub_distrib, hsum,
    ← Finset.mul_sum]
```

## One, two and three gammas between the pair

For one gamma, take $X = 1$ in the recursion and insert $C(1) = d$:

$$C(g^n) = 2 g^n - d\, g^n = (2-d)\, g^n .$$

```lean
/-- One gamma in between: `∑ g^m g^n g_m = (2 - d) g^n`. -/
theorem contract_gamma (h : IsGamma s g) (n : ι) :
    contract s g (g n) = (2 - (Fintype.card ι : ℝ)) • g n := by
  have h1 := contract_gamma_mul h n 1
  rw [mul_one, one_mul, contract_one h, mul_smul_comm, mul_one] at h1
  rw [h1]
  module
```

For two gammas, take $X = g^r$ and use the result just found:

$$C(g^n g^r) = 2 g^r g^n - (2-d)\, g^n g^r .$$

Replacing $g^r g^n$ by $2\eta^{nr} - g^n g^r$ gives

$$C(g^n g^r) = 4\eta^{nr} + (d-4)\, g^n g^r .$$

That replacement is the final line of the proof, which adds twice the Clifford relation for $n$ and $r$. The indices may coincide: for $n=r$ the right-hand side is $4s_n + (d-4)s_n = d\,s_n$, in agreement with $C(1)=d$.

```lean
/-- Two gammas in between: `∑ g^m g^n g^r g_m = 4 eta^nr + (d - 4) g^n g^r`. -/
theorem contract_two_gammas (h : IsGamma s g) (n r : ι) :
    contract s g (g n * g r) =
      (4 * metric s n r) • (1 : A) + ((Fintype.card ι : ℝ) - 4) • (g n * g r) := by
  rw [contract_gamma_mul h, contract_gamma h, mul_smul_comm]
  linear_combination (norm := module) (2 : ℝ) • h.clifford n r
```

For three gammas, take $X = g^r g^q$:

$$C(g^n g^r g^q) = 2 g^r g^q g^n - 4\eta^{rq} g^n + (4-d)\, g^n g^r g^q .$$

Multiplying the Clifford relation for $r$ and $q$ by $g^n$ on the right gives $g^r g^q g^n + g^q g^r g^n = 2\eta^{rq} g^n$, which is `hc` in the proof. Twice this equation turns the first two terms into a single one:

$$C(g^n g^r g^q) = -2\, g^q g^r g^n + (4-d)\, g^n g^r g^q .$$

In four dimensions only the product in reversed order remains.

```lean
/-- Three gammas in between:
`∑ g^m g^n g^r g^q g_m = -2 g^q g^r g^n + (4 - d) g^n g^r g^q`. -/
theorem contract_three_gammas (h : IsGamma s g) (n r q : ι) :
    contract s g (g n * (g r * g q)) =
      (-2 : ℝ) • (g q * g r * g n) + (4 - (Fintype.card ι : ℝ)) • (g n * (g r * g q)) := by
  have hc : g r * g q * g n + g q * g r * g n = (2 * metric s r q) • g n := by
    rw [← add_mul, h.clifford, smul_mul_assoc, one_mul]
  rw [contract_gamma_mul h, contract_two_gammas h, mul_add, mul_smul_comm,
    mul_smul_comm, mul_one]
  linear_combination (norm := module) (2 : ℝ) • hc
```

## Products of gammas with distinct indices

Let $P = g^{a_1} \cdots g^{a_k}$, and let $n$ be different from all the $a_i$. Then $g^n$ anticommutes with every factor, and moving it from the right end to the left costs $k$ signs:

$$P g^n = (-1)^k\, g^n P .$$

The indices are held in a list `L` of length $k$, and `(L.map g).prod` is $P$. The proof is an induction on the list: the induction hypothesis moves $g^n$ through the tail, and `hanti` moves it past the first factor. Repetitions among the $a_i$ would do no harm here, so the lemma asks only for `n ∉ L`.

```lean
omit [Fintype ι] in
/-- A gamma passes through a product of `k` gammas with other indices at the cost of
the sign `(-1)^k`. -/
theorem prod_mul_gamma (h : IsGamma s g) (n : ι) (L : List ι) (hn : n ∉ L) :
    (L.map g).prod * g n = ((-1 : ℝ) ^ L.length) • (g n * (L.map g).prod) := by
  induction L with
  | nil => simp
  | cons a L ih =>
    have ha : a ≠ n := fun e => hn (by simp [e])
    have hL : n ∉ L := fun e => hn (List.mem_cons_of_mem a e)
    have hanti : g a * g n = -(g n * g a) := by
      apply eq_neg_of_add_eq_zero_left
      rw [h.clifford, metric, if_neg ha, mul_zero, zero_smul]
    have hs : g a * (g n * (L.map g).prod) = -(g n * (g a * (L.map g).prod)) := by
      rw [← mul_assoc (g a), hanti, neg_mul, mul_assoc]
    simp only [List.map_cons, List.prod_cons, List.length_cons]
    rw [mul_assoc, ih hL, mul_smul_comm, hs, pow_succ]
    module
```

If the $a_i$ are also distinct from each other, contraction merely rescales the product:

$$C(P) = (-1)^k (d - 2k)\, P .$$

For $k=0$ this is $C(1) = d$. For the induction step, let the formula hold for $P$ and put a new gamma $g^n$ in front. The recursion and the sign rule give

$$C(g^n P) = 2(-1)^k g^n P - (-1)^k (d-2k)\, g^n P = (-1)^{k+1}\bigl(d - 2(k+1)\bigr)\, g^n P .$$

Distinctness is the hypothesis `L.Nodup`, which `List.nodup_cons` splits into the two conditions needed: the new index is absent from the tail, and the tail has no repetitions.

If all signs are $+1$, the gammas obey the algebra of Majorana operators normalised to square to one, and $C(P)$ is the sum $\sum_m g^m P g^m$. For finitely many fermionic modes, $d$ is twice the number of modes, and the formula says that this sum over all Majorana operators returns a product $P$ of $k$ distinct ones multiplied by $(-1)^k(d-2k)$.

```lean
/-- A product of `k` gammas with distinct indices is multiplied by `(-1)^k (d - 2k)`
under contraction. -/
theorem contract_distinct (h : IsGamma s g) (L : List ι) (hL : L.Nodup) :
    contract s g (L.map g).prod =
      ((-1 : ℝ) ^ L.length * ((Fintype.card ι : ℝ) - 2 * (L.length : ℝ))) •
        (L.map g).prod := by
  induction L with
  | nil => simpa using contract_one h
  | cons n L ih =>
    obtain ⟨hn, hL'⟩ := List.nodup_cons.mp hL
    simp only [List.map_cons, List.prod_cons, List.length_cons]
    rw [contract_gamma_mul h, ih hL', prod_mul_gamma h n L hn, mul_smul_comm, pow_succ]
    push_cast
    module
```

## The Weyl matrices as an instance

The familiar four-dimensional gamma matrices satisfy the two conditions in `IsGamma`. The signature is $(+,-,-,-)$, so $s_0 = 1$ and $s_1 = s_2 = s_3 = -1$.

```lean
/-- The diagonal of the Minkowski metric with signature `(+,-,-,-)`. -/
def minkowski : Fin 4 → ℝ := ![1, -1, -1, -1]
```

Let $\sigma_0$ be the 2 by 2 identity and $\sigma_1, \sigma_2, \sigma_3$ the Pauli matrices.

```lean
/-- The identity followed by the three Pauli matrices. -/
def sigma : Fin 4 → Matrix (Fin 2) (Fin 2) ℂ :=
  ![!![1, 0; 0, 1], !![0, 1; 1, 0], !![0, -Complex.I; Complex.I, 0], !![1, 0; 0, -1]]
```

In 2 by 2 blocks, the Weyl representation is

$$g^m = \begin{pmatrix} 0 & \sigma_m \\ s_m \sigma_m & 0 \end{pmatrix} .$$

The sign $s_m$ makes the lower left block $+1$ for $m=0$ and $-\sigma_m$ for the spatial matrices. The row and column index type `Fin 2 ⊕ Fin 2` has four elements, arranged as two blocks.

```lean
/-- The four Dirac matrices in the Weyl representation, in 2 by 2 blocks. -/
def weyl (m : Fin 4) : Matrix (Fin 2 ⊕ Fin 2) (Fin 2 ⊕ Fin 2) ℂ :=
  fromBlocks 0 (sigma m) (minkowski m • sigma m) 0
```

A product of two such matrices is block diagonal, so the Clifford relation reduces to two equations between 2 by 2 matrices:

$$s_n \sigma_m \sigma_n + s_m \sigma_n \sigma_m = 2\eta^{mn}, \qquad s_m \sigma_m \sigma_n + s_n \sigma_n \sigma_m = 2\eta^{mn} .$$

For $m=n$ both follow from $\sigma_m^2 = 1$. If exactly one index is $0$, the two terms cancel because their signs differ. For two different spatial indices, the Pauli matrices anticommute. The proof states the two equations as `h1` and `h2`, checks them entry by entry for all sixteen index pairs, and then assembles the blocks.

```lean
/-- The Weyl matrices are gamma elements for the Minkowski metric. -/
theorem weyl_witness : IsGamma minkowski weyl := by
  -- the Clifford relation in the two diagonal blocks
  have h1 : ∀ m n, sigma m * (minkowski n • sigma n) + sigma n * (minkowski m • sigma m) =
      (2 * metric minkowski m n) • (1 : Matrix (Fin 2) (Fin 2) ℂ) := by
    intro m n
    fin_cases m <;> fin_cases n <;> ext i j <;> fin_cases i <;> fin_cases j <;>
      simp [sigma, minkowski, metric] <;> norm_num
  have h2 : ∀ m n, (minkowski m • sigma m) * sigma n + (minkowski n • sigma n) * sigma m =
      (2 * metric minkowski m n) • (1 : Matrix (Fin 2) (Fin 2) ℂ) := by
    intro m n
    fin_cases m <;> fin_cases n <;> ext i j <;> fin_cases i <;> fin_cases j <;>
      simp [sigma, minkowski, metric] <;> norm_num
  refine ⟨fun m => by fin_cases m <;> simp [minkowski], fun m n => ?_⟩
  simp only [weyl]
  rw [fromBlocks_multiply, fromBlocks_multiply, fromBlocks_add, ← fromBlocks_one,
    fromBlocks_smul]
  simp only [Matrix.zero_mul, Matrix.mul_zero, add_zero, zero_add, smul_zero]
  rw [h1, h2]

end

end GammaContraction
```

## A count of signs in four dimensions

With the signature $(+,-,-,-)$, the contraction around $g^0$ can be written out term by term. The term $m=0$ is $g^0 g^0 g^0 = g^0$. For $m = 1, 2, 3$ the gamma $g^m$ anticommutes with $g^0$, so

$$g^m g^0 g_m = -g^0 g^m g_m = -g^0 .$$

The sum is $(1-3)\,g^0 = -2g^0$, which is $(2-d)\,g^0$ at $d=4$.

Around $g^0 g^1$, the terms $m=0$ and $m=1$ each give $-g^0 g^1$, since $g^m$ anticommutes with one of the two factors and commutes with the other. The terms $m=2$ and $m=3$ each give $+g^0 g^1$, since two signs cancel. The total is zero, in agreement with $4\eta^{01} + (4-4)\,g^0 g^1 = 0$.

```lean
#print axioms GammaContraction.contract_gamma_mul
#print axioms GammaContraction.contract_three_gammas
#print axioms GammaContraction.contract_distinct
```

```
'GammaContraction.contract_gamma_mul' depends on axioms: [propext, Classical.choice, Quot.sound]
'GammaContraction.contract_three_gammas' depends on axioms: [propext, Classical.choice, Quot.sound]
'GammaContraction.contract_distinct' depends on axioms: [propext, Classical.choice, Quot.sound]
```
